# The Ducastelle and Cyrot-Lackmann theorem: a continuous density-of-states difference with vanishing moments up to order $m \ge 1$ gives a band-energy difference with at least $m-1$ zeros inside the band

Let two structures have densities of states on the same energy interval $[a,b]$, with $a<b$, and let $D$ be their difference, assumed continuous. For non-interacting electrons at zero temperature, filled up to a common chemical potential $\mu$, the difference of the band energies measured from $\mu$ is

$$F(\mu)=\int_a^\mu (x-\mu)\,D(x)\,dx .$$

Write $M_k=\int_a^b x^kD(x)\,dx$ for the moments of $D$, and suppose that $M_0=M_1=M_2=0$. Exchanging the order of integration gives

$$\int_a^b F(\mu)\,d\mu=\int_a^b D(x)\int_x^b (x-\mu)\,d\mu\,dx=-\frac12\int_a^b (b-x)^2D(x)\,dx=0,$$

because $(b-x)^2$ is a quadratic polynomial. A continuous function without a zero in $(a,b)$ has one sign there, and its integral is not zero. Hence $F$ vanishes somewhere inside the band. Three vanishing moments have produced one zero.

## From vanishing moments to zeros

The general claim is that if $M_0=\dots=M_m=0$ with $m\ge1$, then $F$ has at least $m-1$ distinct zeros in $(a,b)$.

Let $N(\mu)=\int_a^\mu D(x)\,dx$ be the difference in the number of occupied states. Then $N'=D$. Since $F(\mu)=\int_a^\mu xD(x)\,dx-\mu N(\mu)$,

$$F'(\mu)=\mu D(\mu)-N(\mu)-\mu D(\mu)=-N(\mu).$$

Both functions vanish at both edges: $N(a)=F(a)=0$, $N(b)=M_0=0$ and $F(b)=M_1-bM_0=0$.

Now let $G$ be any function with $G(a)=G(b)=0$ and continuous derivative $g$. Integration by parts gives

$$\int_a^b x^{k+1}g(x)\,dx=-(k+1)\int_a^b x^kG(x)\,dx .$$

If the moment of order $k+1$ of $g$ vanishes, so does the moment of order $k$ of $G$. Each integration therefore costs one moment: those of $N$ vanish for orders $k<m$, and those of $F$ for orders $k<m-1$.

It remains to show that a continuous function $f$ whose moments of order $k<n$ vanish has $n$ distinct zeros in $(a,b)$. For $n=0$ there is nothing to prove. Suppose the statement holds for $n$, and let the moments of $f$ vanish for $k<n+1$. The integral $\Phi(x)=\int_a^x f(t)\,dt$ vanishes at both edges, and its moments vanish for $k<n$, so it has $n$ zeros inside. With the edges these are $n+2$ points, and Rolle's theorem puts a zero of $\Phi'=f$ in each of the $n+1$ gaps. Taking $f=F$ and $n=m-1$ proves the claim.

In non-interacting tight-binding models with an orthonormal basis, the moments of the density of states are sums over closed hopping paths, each weighted by the product of its Hamiltonian matrix elements; an on-site element counts as a step that stays in place. If the moments of two structures agree to high order and the difference of their densities of states is continuous, the theorem says that their band energies, measured from a common Fermi level, coincide at many positions of that level.

## Moments, filling and band energy in Lean

```lean
import Mathlib

open Set

namespace BandEnergyMoments

noncomputable section
```

The moments are unnormalised and taken about the zero of energy.

```lean
/-- The moment of order `k` of a function `D` on the band `[a, b]`. -/
def moment (D : ℝ → ℝ) (a b : ℝ) (k : ℕ) : ℝ := ∫ x in a..b, x ^ k * D x
```

The next two definitions are $N(\mu)$ and $F(\mu)$. Applied to a density-of-states difference, `filling` is a difference of occupations and may be negative.

```lean
/-- The integral of `D` from the band bottom `a` up to the chemical potential `μ`. -/
def filling (D : ℝ → ℝ) (a μ : ℝ) : ℝ := ∫ x in a..μ, D x

/-- The band energy measured from the chemical potential `μ`. -/
def bandEnergy (D : ℝ → ℝ) (a μ : ℝ) : ℝ := ∫ x in a..μ, (x - μ) * D x
```

Zeros are recorded as an ordered chain that includes the band edges, which is the arrangement Rolle's theorem needs. The function need not vanish at the edges themselves.

```lean
/-- A chain `a = z 0 < z 1 < ... < z (n + 1) = b` whose `n` inner points are zeros of `f`. -/
def ZeroChain (f : ℝ → ℝ) (a b : ℝ) (n : ℕ) : Prop :=
  ∃ z : ℕ → ℝ, z 0 = a ∧ z (n + 1) = b ∧ (∀ i ≤ n, z i < z (i + 1)) ∧
    ∀ i < n, f (z (i + 1)) = 0
```

## Rolle's theorem on a chain of zeros

The first lemma turns a chain into a finite set. The strict ordering `mono` shows that the inner points are distinct and lie in the open interval `Ioo a b`.

```lean
variable {D E G g : ℝ → ℝ} {a b : ℝ} {m n : ℕ}

/-- The inner points of a chain of zeros form a set of `n` distinct zeros inside the band. -/
lemma ZeroChain.finset (h : ZeroChain G a b n) :
    ∃ s : Finset ℝ, s.card = n ∧ ∀ x ∈ s, x ∈ Ioo a b ∧ G x = 0 := by
  obtain ⟨z, h0, hn, hlt, hz⟩ := h
  have mono : ∀ j, j ≤ n + 1 → ∀ i < j, z i < z j := by
    intro j
    induction j with
    | zero => intro _ i hi; exact absurd hi (Nat.not_lt_zero i)
    | succ j ih =>
      intro hj i hi
      have s := hlt j (by omega)
      rcases (by omega : i < j ∨ i = j) with h | h
      · exact (ih (by omega) i h).trans s
      · rw [h]; exact s
  have hinj : Set.InjOn (fun i => z (i + 1)) (↑(Finset.range n) : Set ℕ) := by
    intro i hi j hj hij
    have hi' := Finset.mem_range.mp (Finset.mem_coe.mp hi)
    have hj' := Finset.mem_range.mp (Finset.mem_coe.mp hj)
    have hij' : z (i + 1) = z (j + 1) := hij
    rcases lt_trichotomy i j with h | h | h
    · exact absurd hij' (mono (j + 1) (by omega) (i + 1) (by omega)).ne
    · exact h
    · exact absurd hij' (mono (i + 1) (by omega) (j + 1) (by omega)).ne'
  refine ⟨(Finset.range n).image (fun i => z (i + 1)),
    (Finset.card_image_of_injOn hinj).trans (Finset.card_range n), fun x hx => ?_⟩
  obtain ⟨i, hi, rfl⟩ := Finset.mem_image.mp hx
  have hi' := Finset.mem_range.mp hi
  have h1 := mono (i + 1) (by omega) 0 (by omega)
  have h2 := mono (n + 1) le_rfl (i + 1) (by omega)
  rw [h0] at h1
  rw [hn] at h2
  exact ⟨⟨h1, h2⟩, hz i hi'⟩
```

The second lemma is the Rolle step. `hGz` collects the $n+2$ zeros of $G$, `hex` finds a zero of $g$ in each gap, and the new chain `y` consists of these points placed between $a$ and $b$.

```lean
/-- Rolle step: if `G` vanishes at both band edges and at `n` inner points, its derivative
vanishes at `n + 1` inner points. -/
lemma ZeroChain.deriv (hG : ∀ x, HasDerivAt G (g x) x) (ha : G a = 0) (hb : G b = 0)
    (h : ZeroChain G a b n) : ZeroChain g a b (n + 1) := by
  obtain ⟨z, h0, hn, hlt, hz⟩ := h
  have hGz : ∀ i ≤ n + 1, G (z i) = 0 := by
    intro i hi
    rcases i with _ | i
    · rw [h0, ha]
    · rcases (by omega : i < n ∨ i = n) with h | h
      · exact hz i h
      · rw [h, hn, hb]
  have hex : ∀ i, ∃ c, i ≤ n → z i < c ∧ c < z (i + 1) ∧ g c = 0 := by
    intro i
    by_cases hi : i ≤ n
    · obtain ⟨c, hc, hgc⟩ := exists_hasDerivAt_eq_zero (hlt i hi)
        (fun x _ => (hG x).continuousAt.continuousWithinAt)
        ((hGz i (by omega)).trans (hGz (i + 1) (by omega)).symm) (fun x _ => hG x)
      exact ⟨c, fun _ => ⟨hc.1, hc.2, hgc⟩⟩
    · exact ⟨0, fun h => absurd h hi⟩
  choose w hw using hex
  -- the new chain: the band edges together with the Rolle points
  obtain ⟨y, y0, yw, yb⟩ : ∃ y : ℕ → ℝ, y 0 = a ∧ (∀ i ≤ n, y (i + 1) = w i) ∧
      y (n + 1 + 1) = b :=
    ⟨fun i => match i with
      | 0 => a
      | j + 1 => if j ≤ n then w j else b,
      rfl, fun i hi => if_pos hi, if_neg (Nat.not_succ_le_self n)⟩
  refine ⟨y, y0, yb, fun i hi => ?_, fun i hi => ?_⟩
  · rcases i with _ | j
    · rw [y0, yw 0 (Nat.zero_le n), ← h0]
      exact (hw 0 (Nat.zero_le n)).1
    · have h1 := hw j (by omega)
      rw [yw j (by omega)]
      rcases (by omega : j + 1 ≤ n ∨ j = n) with h | h
      · rw [yw (j + 1) h]
        exact h1.2.1.trans (hw (j + 1) h).1
      · subst h
        rw [yb, ← hn]
        exact h1.2.1
  · rw [yw i (by omega)]
    exact (hw i (by omega)).2.2
```

## Integration by parts and the two derivatives

The derivative `g` is assumed continuous, as in the derivation by hand. The boundary terms vanish through `ha` and `hb`, and the factor $k+1$ is cancelled because it is nonzero.

```lean
/-- Integration by parts: if `G` vanishes at both band edges and the moment of order `k + 1` of
its derivative is zero, then the moment of order `k` of `G` is zero. -/
theorem moment_of_deriv (hg : Continuous g) (hG : ∀ x, HasDerivAt G (g x) x)
    (ha : G a = 0) (hb : G b = 0) {k : ℕ} (hk : moment g a b (k + 1) = 0) :
    moment G a b k = 0 := by
  have h : (∫ x in a..b, x ^ (k + 1) * g x) = b ^ (k + 1) * G b - a ^ (k + 1) * G a -
      ∫ x in a..b, ((k + 1 : ℕ) : ℝ) * x ^ k * G x :=
    intervalIntegral.integral_mul_deriv_eq_deriv_mul
      (u := fun x => x ^ (k + 1)) (u' := fun x => ((k + 1 : ℕ) : ℝ) * x ^ k)
      (fun x _ => hasDerivAt_pow (k + 1) x) (fun x _ => hG x)
      (Continuous.intervalIntegrable (by fun_prop) a b) (hg.intervalIntegrable a b)
  have e : (∫ x in a..b, ((k + 1 : ℕ) : ℝ) * x ^ k * G x) =
      ((k + 1 : ℕ) : ℝ) * moment G a b k := by
    unfold moment
    rw [← intervalIntegral.integral_const_mul]
    simp only [mul_assoc]
  unfold moment at hk
  rw [hk, ha, hb, e] at h
  have h' : ((k + 1 : ℕ) : ℝ) * moment G a b k = 0 := by linear_combination h
  exact (mul_eq_zero.mp h').resolve_left (Nat.cast_ne_zero.mpr (Nat.succ_ne_zero k))
```

For continuous $D$, the relation $N'=D$ is the fundamental theorem of calculus. Splitting $F$ as in the derivation by hand then gives $F'=-N$.

```lean
/-- The derivative of the filling with respect to the chemical potential is `D`. -/
theorem hasDerivAt_filling (hD : Continuous D) (a μ : ℝ) :
    HasDerivAt (filling D a) (D μ) μ :=
  (hD.integral_hasStrictDerivAt a μ).hasDerivAt

lemma bandEnergy_eq (hD : Continuous D) (a μ : ℝ) :
    bandEnergy D a μ = (∫ x in a..μ, x * D x) - μ * filling D a μ := by
  have h1 : Continuous (fun x => x * D x) := by fun_prop
  have h2 : Continuous (fun x => μ * D x) := by fun_prop
  unfold bandEnergy filling
  simp only [sub_mul]
  rw [intervalIntegral.integral_sub (h1.intervalIntegrable a μ) (h2.intervalIntegrable a μ),
    intervalIntegral.integral_const_mul]

/-- The derivative of the band energy with respect to the chemical potential is minus the
filling. -/
theorem hasDerivAt_bandEnergy (hD : Continuous D) (a μ : ℝ) :
    HasDerivAt (bandEnergy D a) (-filling D a μ) μ := by
  have hc : Continuous (fun x => x * D x) := by fun_prop
  have h1 : HasDerivAt (fun u => ∫ x in a..u, x * D x) (μ * D μ) μ :=
    (hc.integral_hasStrictDerivAt a μ).hasDerivAt
  have h3 := h1.fun_sub ((hasDerivAt_id' μ).fun_mul (hasDerivAt_filling hD a μ))
  rw [funext (bandEnergy_eq hD a)]
  exact h3.congr_deriv (by ring)
```

The next three lemmas supply $N(b)=0$, the loss of one moment in passing from $D$ to $N$, and the continuity of $N$.

```lean
lemma filling_edge (hM : moment D a b 0 = 0) : filling D a b = 0 := by
  simpa [moment, filling] using hM

lemma moment_filling (hD : Continuous D) (hM : ∀ k ≤ m, moment D a b k = 0) :
    ∀ k < m, moment (filling D a) a b k = 0 := fun k hk =>
  moment_of_deriv hD (hasDerivAt_filling hD a) (by simp [filling])
    (filling_edge (hM 0 (Nat.zero_le m))) (hM (k + 1) hk)

lemma continuous_filling (hD : Continuous D) : Continuous (filling D a) :=
  continuous_iff_continuousAt.2 fun x => (hasDerivAt_filling hD a x).continuousAt
```

## Induction on the number of moments

The induction runs over all continuous functions at once, since its hypothesis is applied to `filling D a`, which plays the part of $\Phi$. The base case is the chain consisting of $a$ and $b$ alone.

```lean
/-- A continuous function whose first `n` moments vanish has `n` zeros inside the band. -/
lemma zeroChain_of_moments (hab : a < b) (n : ℕ) : ∀ D : ℝ → ℝ, Continuous D →
    (∀ k < n, moment D a b k = 0) → ZeroChain D a b n := by
  induction n with
  | zero =>
    intro D _ _
    refine ⟨fun i => if i = 0 then a else b, by simp, by simp, fun i hi => ?_,
      fun i hi => absurd hi (Nat.not_lt_zero i)⟩
    obtain rfl : i = 0 := by omega
    simpa using hab
  | succ n ih =>
    intro D hD hM
    have hM' : ∀ k ≤ n, moment D a b k = 0 := fun k hk => hM k (by omega)
    exact (ih _ (continuous_filling hD) (moment_filling hD hM')).deriv
      (hasDerivAt_filling hD a) (by simp [filling]) (filling_edge (hM' 0 (Nat.zero_le n)))
```

The induction asks for continuity on the whole line, whereas the theorem assumes it only on $[a,b]$. The extension below holds $D$ constant beyond each edge, at its edge value, and leaves the moments unchanged.

```lean
lemma exists_extension (hab : a < b) (hD : ContinuousOn D (Icc a b))
    (hM : ∀ k ≤ m, moment D a b k = 0) :
    ∃ E : ℝ → ℝ, Continuous E ∧ EqOn E D (Icc a b) ∧ ∀ k ≤ m, moment E a b k = 0 := by
  have hE : EqOn (fun x => D (projIcc a b hab.le x)) D (Icc a b) := fun x hx => by
    simp only [projIcc_of_mem hab.le hx]
  refine ⟨fun x => D (projIcc a b hab.le x), hD.comp_continuous
    (continuous_subtype_val.comp continuous_projIcc) (fun x => (projIcc a b hab.le x).2),
    hE, fun k hk => (intervalIntegral.integral_congr fun x hx => ?_).trans (hM k hk)⟩
  rw [uIcc_of_le hab.le] at hx
  exact congrArg (fun t => x ^ k * t) (hE hx)
```

## Zeros of the density-of-states difference and of the band energy

Applied to $D$ itself, the induction gives $m+1$ zeros, and this holds already for $m=0$. The continuity of $D$ on $[a,b]$, assumed in `hD`, is needed: a difference that equals $-1$ on the lower half of the band and $1$ on the upper half has $M_0=0$ and no zero.

```lean
/-- If the moments of order `0` to `m` of a density-of-states difference vanish, the difference
itself has at least `m + 1` zeros inside the band. -/
theorem dos_zeros (hab : a < b) (hD : ContinuousOn D (Icc a b))
    (hM : ∀ k ≤ m, moment D a b k = 0) :
    ∃ s : Finset ℝ, s.card = m + 1 ∧ ∀ x ∈ s, x ∈ Ioo a b ∧ D x = 0 := by
  obtain ⟨E, hE, hED, hME⟩ := exists_extension hab hD hM
  obtain ⟨s, hs, hz⟩ :=
    (zeroChain_of_moments hab (m + 1) E hE fun k hk => hME k (by omega)).finset
  exact ⟨s, hs, fun x hx =>
    ⟨(hz x hx).1, (hED (Ioo_subset_Icc_self (hz x hx).1)).symm.trans (hz x hx).2⟩⟩
```

In the main theorem, `hM` says that the moments of order $0$ to $m$ vanish. Physically, the two structures have the same number of states, the same band centre and the same higher moments up to order $m$. This agreement is assumed and not derived from a Hamiltonian. The conclusion provides a set `s` of zeros with `s.card + 1 = m`, that is, $m-1$ distinct ones; $F$ may have more.

The proof writes $m=n+1$, obtains $F(b)=0$ in `hFb` and the $n$ vanishing moments of $F$ in `hFm`, and applies the induction to $F$. The last lines return from the extension to $D$.

```lean
/-- **Ducastelle and Cyrot-Lackmann theorem.** If the moments of order `0` to `m`, `m ≥ 1`, of a
continuous density-of-states difference vanish, the band-energy difference has at least `m - 1`
distinct zeros as a function of the chemical potential inside the band. -/
theorem ducastelle_cyrotLackmann (hab : a < b) (hm : 1 ≤ m)
    (hD : ContinuousOn D (Icc a b)) (hM : ∀ k ≤ m, moment D a b k = 0) :
    ∃ s : Finset ℝ, s.card + 1 = m ∧ ∀ μ ∈ s, μ ∈ Ioo a b ∧ bandEnergy D a μ = 0 := by
  obtain ⟨n, rfl⟩ : ∃ n, m = n + 1 := ⟨m - 1, by omega⟩
  obtain ⟨E, hE, hED, hME⟩ := exists_extension hab hD hM
  -- the band energy vanishes at the upper edge by the moments of order 0 and 1
  have hFb : bandEnergy E a b = 0 := by
    have h1 : (∫ x in a..b, x * E x) = 0 := by
      simpa [moment] using hME 1 (by omega)
    rw [bandEnergy_eq hE, h1, filling_edge (hME 0 (by omega))]
    ring
  -- two integrations by parts leave n vanishing moments
  have hFm : ∀ k < n, moment (bandEnergy E a) a b k = 0 := fun k hk => by
    refine moment_of_deriv (g := fun x => -filling E a x)
      (continuous_filling hE).neg (hasDerivAt_bandEnergy hE a)
      (by simp [bandEnergy]) hFb ?_
    have h := moment_filling hE hME (k + 1) (by omega)
    unfold moment at h ⊢
    simp only [mul_neg, intervalIntegral.integral_neg, h, neg_zero]
  have hFc : Continuous (bandEnergy E a) :=
    continuous_iff_continuousAt.2 fun x => (hasDerivAt_bandEnergy hE a x).continuousAt
  obtain ⟨s, hs, hz⟩ := (zeroChain_of_moments hab n _ hFc hFm).finset
  refine ⟨s, by omega, fun μ hμ => ⟨(hz μ hμ).1, ?_⟩⟩
  obtain ⟨⟨h1, h2⟩, h3⟩ := hz μ hμ
  refine (intervalIntegral.integral_congr fun x hx => ?_).trans h3
  rw [uIcc_of_le h1.le] at hx
  exact congrArg (fun t => (x - μ) * t) (hED ⟨hx.1, hx.2.trans h2.le⟩).symm
```

The theorem counts zeros, not changes of sign, so it does not say that the more stable structure alternates. It compares the structures at equal chemical potential, not at equal electron number. The name is also used for statements about sign changes, or about the energy difference as a function of band filling; those forms are not proved here. Continuity of $D$ excludes the discrete levels of a finite cluster, divergent van Hove singularities and finite jumps inside $[a,b]$, such as those at the band edges of two-dimensional systems, unless they cancel in the difference.

## A cubic difference that attains the bound

For $D(x)=5x^3-3x$ on $[-1,1]$, the moments of order $0$ and $2$ vanish by symmetry, and $M_1=2-2=0$. Integration gives

$$F(\mu)=-\tfrac14\,\mu\,(1-\mu^2)^2 .$$

Lean checks this formula by means of an explicit antiderivative of the integrand.

```lean
/-- The band energy of the cubic difference `5 x³ - 3 x` on a band starting at `-1`. -/
theorem bandEnergy_cubic (μ : ℝ) :
    bandEnergy (fun x => 5 * x ^ 3 - 3 * x) (-1) μ = -(μ * (1 - μ ^ 2) ^ 2) / 4 := by
  have h : ∀ x : ℝ, HasDerivAt
      (fun x : ℝ => x ^ 5 - x ^ 3 - μ * (5 / 4 * x ^ 4 - 3 / 2 * x ^ 2))
      ((x - μ) * (5 * x ^ 3 - 3 * x)) x := by
    intro x
    have h1 := ((hasDerivAt_pow 5 x).fun_sub (hasDerivAt_pow 3 x)).fun_sub
      ((((hasDerivAt_pow 4 x).const_mul (5 / 4 : ℝ)).fun_sub
        ((hasDerivAt_pow 2 x).const_mul (3 / 2 : ℝ))).const_mul μ)
    refine h1.congr_deriv ?_
    push_cast
    ring1
  unfold bandEnergy
  rw [intervalIntegral.integral_eq_sub_of_hasDerivAt (fun x _ => h x)
    (Continuous.intervalIntegrable (by fun_prop) _ _)]
  ring
```

Inside the band $1-\mu^2>0$, so $\mu=0$ is the only zero. For $m=2$ the bound $m-1=1$ is therefore attained.

```lean
/-- The bound is attained for `m = 2`: the difference `5 x³ - 3 x` on `[-1, 1]` has vanishing
moments of order `0` to `2`, and its band energy has exactly one zero inside the band. -/
theorem bound_sharp :
    (∀ k ≤ 2, moment (fun x => 5 * x ^ 3 - 3 * x) (-1) 1 k = 0) ∧
    ∀ μ ∈ Ioo (-1 : ℝ) 1, bandEnergy (fun x => 5 * x ^ 3 - 3 * x) (-1) μ = 0 ↔ μ = 0 := by
  constructor
  · intro k hk
    have e : ∀ x : ℝ, x ^ k * (5 * x ^ 3 - 3 * x) = 5 * x ^ (k + 3) - 3 * x ^ (k + 1) :=
      fun x => by ring
    unfold moment
    simp only [e]
    rw [intervalIntegral.integral_sub (Continuous.intervalIntegrable (by fun_prop) _ _)
      (Continuous.intervalIntegrable (by fun_prop) _ _), intervalIntegral.integral_const_mul,
      intervalIntegral.integral_const_mul, integral_pow, integral_pow]
    interval_cases k <;> norm_num
  · intro μ hμ
    rw [bandEnergy_cubic]
    constructor
    · intro h
      have h1 : 0 < 1 - μ ^ 2 := by nlinarith [hμ.1, hμ.2]
      have h2 : μ * (1 - μ ^ 2) ^ 2 = 0 := by linarith
      exact (mul_eq_zero.mp h2).resolve_right (pow_pos h1 2).ne'
    · rintro rfl
      norm_num

end

end BandEnergyMoments
```

```lean
#print axioms BandEnergyMoments.dos_zeros
#print axioms BandEnergyMoments.ducastelle_cyrotLackmann
#print axioms BandEnergyMoments.bound_sharp
```

```
'BandEnergyMoments.dos_zeros' depends on axioms: [propext, Classical.choice, Quot.sound]
'BandEnergyMoments.ducastelle_cyrotLackmann' depends on axioms: [propext, Classical.choice, Quot.sound]
'BandEnergyMoments.bound_sharp' depends on axioms: [propext, Classical.choice, Quot.sound]
```
